# At fixed splitting parameter η, the strain trace of a finite Ewald sum is −E + η ∂E/∂η

If a pressure is taken from the Coulomb rule "stress trace times volume equals $-E$" at a splitting parameter $\eta$ where the finite Ewald energy $E$ is not stationary in $\eta$, it disagrees with the derivative of that same energy under strain at fixed $\eta$. With stress defined as the strain derivative of this finite energy divided by the volume, and with the same terms kept in the sum under strain, stress trace times volume equals $-E+\eta\,\partial E/\partial\eta$.

In Lean 4 with Mathlib:

```lean
import Mathlib

open scoped Topology

namespace EwaldStress

noncomputable section

/-- The squared length of a vector in three-dimensional space. -/
def lenSq (v : Fin 3 → ℝ) : ℝ := ∑ α, v α ^ 2

/-- The data of a finite Ewald sum: nonzero separations `r` with weights `a`, nonzero reciprocal
vectors `G` with weights `b`, background and self-energy coefficients `c` and `d`, and a
differentiable screening function `g`. -/
structure EwaldSum (ι κ : Type*) where
  a : ι → ℝ
  r : ι → Fin 3 → ℝ
  r_ne : ∀ i, r i ≠ 0
  b : κ → ℝ
  G : κ → Fin 3 → ℝ
  G_ne : ∀ k, G k ≠ 0
  c : ℝ
  d : ℝ
  g : ℝ → ℝ
  g_diff : Differentiable ℝ g

variable {ι κ : Type*} [Fintype ι] [Fintype κ]

/-- The Ewald energy, for `η > 0`, of the crystal stretched by factors `s α > 0` along the three
axes: separations are multiplied by `s α`, reciprocal vectors are divided by `s α`, and the cell
volume is multiplied by the product of the factors. -/
def EwaldSum.energy (S : EwaldSum ι κ) (s : Fin 3 → ℝ) (η : ℝ) : ℝ :=
  (∑ i, S.a i * S.g (η * √(lenSq fun α => s α * S.r i α)) / √(lenSq fun α => s α * S.r i α))
  + (∑ k, S.b k * Real.exp (-(lenSq fun α => S.G k α / s α) / (4 * η ^ 2))
      / ((∏ α, s α) * lenSq fun α => S.G k α / s α))
  + S.c / ((∏ α, s α) * η ^ 2) + S.d * η

/-- The trace of the strain derivative of the energy at fixed `η > 0`: the sum of its partial
derivatives in the three axial stretches, taken at the unstretched crystal. -/
def EwaldSum.strainTrace (S : EwaldSum ι κ) (η : ℝ) : ℝ :=
  ∑ α, fderiv ℝ (fun s => S.energy s η) (fun _ => 1) (Pi.single α 1)

/-- A nonzero vector has positive squared length. -/
theorem lenSq_pos {v : Fin 3 → ℝ} (h : v ≠ 0) : 0 < lenSq v := by
  obtain ⟨α, hα⟩ := Function.ne_iff.mp h
  have hα' : v α ≠ 0 := hα
  unfold lenSq
  exact Finset.sum_pos' (fun β _ => sq_nonneg _) ⟨α, Finset.mem_univ _, by positivity⟩

/-- The energy under a uniform stretch `x > 0`, written with explicit powers of `x` and the lengths
of the unstretched separations and reciprocal vectors. -/
theorem energy_uniform (S : EwaldSum ι κ) {x : ℝ} (hx : 0 < x) (η : ℝ) :
    S.energy (fun _ => x) η =
      (∑ i, S.a i * S.g (η * (x * √(lenSq (S.r i)))) / (x * √(lenSq (S.r i))))
      + (∑ k, S.b k * Real.exp (-lenSq (S.G k) / (4 * η ^ 2 * x ^ 2)) / (x * lenSq (S.G k)))
      + S.c / (x ^ 3 * η ^ 2) + S.d * η := by
  have hr : ∀ i, √(lenSq fun α => x * S.r i α) = x * √(lenSq (S.r i)) := by
    intro i
    have h : (lenSq fun α => x * S.r i α) = x ^ 2 * lenSq (S.r i) := by
      simp only [lenSq, mul_pow, Finset.mul_sum]
    rw [h, Real.sqrt_mul (sq_nonneg x), Real.sqrt_sq hx.le]
  have hG : ∀ k, (lenSq fun α => S.G k α / x) = lenSq (S.G k) / x ^ 2 := by
    intro k
    simp only [lenSq, div_pow, Finset.sum_div]
  have e1 : ∀ L : ℝ, -(L / x ^ 2) / (4 * η ^ 2) = -L / (4 * η ^ 2 * x ^ 2) := by
    intro L
    rw [← neg_div, div_div, mul_comm (x ^ 2)]
  have e2 : ∀ L : ℝ, x ^ 3 * (L / x ^ 2) = x * L := by
    intro L
    field_simp
  simp only [EwaldSum.energy, hr, hG, Finset.prod_const, Finset.card_univ, Fintype.card_fin,
    e1, e2]

/-- A uniform stretch `x > 0` at splitting parameter `η` gives `1 / x` times the energy of the
unstretched crystal at splitting parameter `x η`. -/
theorem energy_scaling (S : EwaldSum ι κ) {x : ℝ} (hx : 0 < x) (η : ℝ) :
    S.energy (fun _ => x) η = x⁻¹ * S.energy (fun _ => 1) (x * η) := by
  rw [energy_uniform S hx, energy_uniform S one_pos]
  have h1 : ∀ i, S.a i * S.g (η * (x * √(lenSq (S.r i)))) / (x * √(lenSq (S.r i)))
      = x⁻¹ * (S.a i * S.g (x * η * (1 * √(lenSq (S.r i)))) / (1 * √(lenSq (S.r i)))) := by
    intro i
    rw [show x * η * (1 * √(lenSq (S.r i))) = η * (x * √(lenSq (S.r i))) by ring]
    ring
  have h2 : ∀ k, S.b k * Real.exp (-lenSq (S.G k) / (4 * η ^ 2 * x ^ 2)) / (x * lenSq (S.G k))
      = x⁻¹ * (S.b k * Real.exp (-lenSq (S.G k) / (4 * (x * η) ^ 2 * 1 ^ 2))
        / (1 * lenSq (S.G k))) := by
    intro k
    rw [show 4 * (x * η) ^ 2 * 1 ^ 2 = 4 * η ^ 2 * x ^ 2 by ring]
    ring
  have h3 : S.c / (x ^ 3 * η ^ 2) = x⁻¹ * (S.c / (1 ^ 3 * (x * η) ^ 2)) := by ring
  have h4 : S.d * η = x⁻¹ * (S.d * (x * η)) := by field_simp
  rw [mul_add, mul_add, mul_add, Finset.mul_sum, Finset.mul_sum,
    Finset.sum_congr rfl (fun i _ => h1 i), Finset.sum_congr rfl (fun k _ => h2 k), h3, h4]

/-- The energy of the unstretched crystal is differentiable in the splitting parameter at every
`η > 0`. -/
theorem differentiableAt_splitting (S : EwaldSum ι κ) {η : ℝ} (hη : 0 < η) :
    DifferentiableAt ℝ (fun t => S.energy (fun _ => 1) t) η := by
  simp only [EwaldSum.energy, Finset.prod_const_one, one_mul]
  refine DifferentiableAt.fun_add (DifferentiableAt.fun_add (DifferentiableAt.fun_add
    (DifferentiableAt.fun_sum fun i _ => ?_) (DifferentiableAt.fun_sum fun k _ => ?_)) ?_) ?_
  · refine DifferentiableAt.div_const (DifferentiableAt.const_mul
      ((S.g_diff _).comp η ?_) _) _
    fun_prop
  · refine DifferentiableAt.div_const ?_ _
    fun_prop (disch := positivity)
  · fun_prop (disch := positivity)
  · fun_prop

/-- At fixed `η > 0` the energy is differentiable in the three axial stretches at the unstretched
crystal. -/
theorem differentiableAt_stretch (S : EwaldSum ι κ) {η : ℝ} (hη : 0 < η) :
    DifferentiableAt ℝ (fun s => S.energy s η) (fun _ => 1) := by
  have hdiv : ∀ f h : (Fin 3 → ℝ) → ℝ, DifferentiableAt ℝ f (fun _ => 1) →
      DifferentiableAt ℝ h (fun _ => 1) → h (fun _ => 1) ≠ 0 →
      DifferentiableAt ℝ (fun s => f s / h s) (fun _ => 1) := by
    intro f h hf hh h0
    simp only [div_eq_mul_inv]
    exact hf.mul ((hasDerivAt_inv h0).differentiableAt.comp _ hh)
  have hP : DifferentiableAt ℝ (fun s : Fin 3 → ℝ => ∏ α, s α) (fun _ => 1) := by
    simp only [Fin.prod_univ_three]
    fun_prop
  -- stretched lengths are smooth and do not vanish
  have hL : ∀ i, DifferentiableAt ℝ (fun s : Fin 3 → ℝ => √(lenSq fun α => s α * S.r i α))
      (fun _ => 1) := by
    intro i
    refine DifferentiableAt.sqrt ?_ (by simpa using (lenSq_pos (S.r_ne i)).ne')
    simp only [lenSq, Fin.sum_univ_three]
    fun_prop
  have hK : ∀ k, DifferentiableAt ℝ (fun s : Fin 3 → ℝ => lenSq fun α => S.G k α / s α)
      (fun _ => 1) := by
    intro k
    unfold lenSq
    exact DifferentiableAt.fun_sum fun α _ =>
      (hdiv (fun _ => S.G k α) (fun s => s α) (by fun_prop) (by fun_prop) (by simp)).pow 2
  unfold EwaldSum.energy
  refine DifferentiableAt.fun_add (DifferentiableAt.fun_add (DifferentiableAt.fun_add
    (DifferentiableAt.fun_sum fun i _ => ?_) (DifferentiableAt.fun_sum fun k _ => ?_)) ?_)
    (differentiableAt_const _)
  · refine hdiv _ _ (DifferentiableAt.const_mul
      ((S.g_diff _).comp _ ((hL i).const_mul η)) _) (hL i) ?_
    simpa using (Real.sqrt_pos.2 (lenSq_pos (S.r_ne i))).ne'
  · have hX : DifferentiableAt ℝ
        (fun s : Fin 3 → ℝ => -(lenSq fun α => S.G k α / s α) / (4 * η ^ 2)) (fun _ => 1) :=
      hdiv (fun s => -(lenSq fun α => S.G k α / s α)) (fun _ => 4 * η ^ 2) (hK k).neg
        (differentiableAt_const _) (by simp [hη.ne'])
    refine hdiv _ _ (hX.exp.const_mul _) (hP.mul (hK k)) ?_
    simpa using (lenSq_pos (S.G_ne k)).ne'
  · exact hdiv _ _ (differentiableAt_const _) (hP.mul_const _) (by simp [hη.ne'])

/-- For `η > 0`, the derivative of the energy in a uniform stretch `x`, taken at `x = 1` with `η`
fixed, is `-E + η ∂E/∂η`. -/
theorem hasDerivAt_uniform (S : EwaldSum ι κ) {η : ℝ} (hη : 0 < η) :
    HasDerivAt (fun x => S.energy (fun _ => x) η)
      (-S.energy (fun _ => 1) η + η * deriv (fun t => S.energy (fun _ => 1) t) η) 1 := by
  have hE : HasDerivAt (fun t => S.energy (fun _ => 1) t)
      (deriv (fun t => S.energy (fun _ => 1) t) η) (1 * η) := by
    rw [one_mul]
    exact (differentiableAt_splitting S hη).hasDerivAt
  have hl : HasDerivAt (fun x : ℝ => x * η) η 1 := by
    simpa using (hasDerivAt_id (1 : ℝ)).mul_const η
  -- product rule for `x⁻¹ * E(1, x η)`
  have h := (hasDerivAt_inv (one_ne_zero : (1 : ℝ) ≠ 0)).mul (hE.comp (1 : ℝ) hl)
  refine (h.congr_of_eventuallyEq ?_).congr_deriv ?_
  · filter_upwards [lt_mem_nhds (zero_lt_one : (0 : ℝ) < 1)] with x hx
    exact energy_scaling S hx η
  · simp only [Function.comp_apply, one_mul, one_pow, inv_one]
    ring

/-- Stress theorem for a finite Ewald sum: for `η > 0` the trace of the strain derivative at
fixed `η` is `-E + η ∂E/∂η`. -/
theorem strainTrace_eq (S : EwaldSum ι κ) {η : ℝ} (hη : 0 < η) :
    S.strainTrace η =
      -S.energy (fun _ => 1) η + η * deriv (fun t => S.energy (fun _ => 1) t) η := by
  have hγ : HasDerivAt (fun x : ℝ => (fun _ : Fin 3 => x)) (fun _ => 1) 1 :=
    hasDerivAt_pi.2 fun _ => hasDerivAt_id 1
  -- chain rule along the diagonal of equal stretches
  have h := (differentiableAt_stretch S hη).hasFDerivAt.comp_hasDerivAt (1 : ℝ) hγ
  have hsum : ∑ α : Fin 3, (Pi.single α 1 : Fin 3 → ℝ) = fun _ => 1 := by
    ext β
    simp [Finset.sum_apply, Pi.single_apply]
  unfold EwaldSum.strainTrace
  rw [← map_sum, hsum]
  exact h.unique (hasDerivAt_uniform S hη)

/-- For `η > 0` the strain trace equals `-E` exactly when the energy is stationary in the
splitting parameter at `η`. -/
theorem strainTrace_eq_neg_energy_iff (S : EwaldSum ι κ) {η : ℝ} (hη : 0 < η) :
    S.strainTrace η = -S.energy (fun _ => 1) η ↔
      deriv (fun t => S.energy (fun _ => 1) t) η = 0 := by
  rw [strainTrace_eq S hη]
  constructor
  · intro h
    have h0 : η * deriv (fun t => S.energy (fun _ => 1) t) η = 0 := by linarith
    exact (mul_eq_zero.mp h0).resolve_left hη.ne'
  · intro h
    rw [h]
    ring

/-- If the energy of the unstretched crystal has the same value `E` for all positive splitting
parameters, then the strain trace at every `η > 0` is `-E`. -/
theorem strainTrace_of_splitting_independent (S : EwaldSum ι κ) {E : ℝ}
    (h : ∀ t, 0 < t → S.energy (fun _ => 1) t = E) {η : ℝ} (hη : 0 < η) :
    S.strainTrace η = -E := by
  have hc : (fun t => S.energy (fun _ => 1) t) =ᶠ[𝓝 η] fun _ => E := by
    filter_upwards [lt_mem_nhds hη] with t ht
    exact h t ht
  rw [← h η hη, strainTrace_eq_neg_energy_iff S hη, hc.deriv_eq]
  simp

/-- One pair at unit distance with screening function `1 - t` and self-energy coefficient `1`,
without reciprocal or background terms. -/
def linearSplit : EwaldSum Unit Empty where
  a := fun _ => 1
  r := fun _ => ![1, 0, 0]
  r_ne := fun _ h => by simpa using congrFun h 0
  b := fun _ => 0
  G := fun _ => 0
  G_ne := fun k => k.elim
  c := 0
  d := 1
  g := fun t => 1 - t
  g_diff := by fun_prop

/-- The energy of the unstretched `linearSplit` is `1` for every splitting parameter. -/
theorem splitting_independent_witness (η : ℝ) : linearSplit.energy (fun _ => 1) η = 1 := by
  rw [energy_uniform linearSplit one_pos]
  simp [linearSplit, lenSq, Fin.sum_univ_three]

end

end EwaldStress
```

## A crystal stretched along three axes

An `EwaldSum` holds finitely many nonzero separations $r_i$ with weights $a_i$, finitely many nonzero reciprocal vectors $G_k$ with weights $b_k$, two coefficients $c$ and $d$, and a differentiable screening function $g$. In the usual Ewald sum $g$ is the complementary error function. The $a_i$ carry charge products, the $b_k$ carry squared moduli of structure factors and the inverse reference volume, $c$ stands for the neutralising background and $d$ for the self-energy.

Stretches $s_\alpha>0$, with $\alpha=0,1,2$, multiply the components of $r_i$ by $s_\alpha$, divide those of $G_k$ by $s_\alpha$, and multiply the volume by $s_0s_1s_2$. The weights stay fixed, as they do when the ions keep their fractional coordinates. The set of terms stays fixed too: none enters or leaves through a cutoff radius as the crystal is stretched. `S.energy s η` is the resulting energy, and `fun _ => 1` is the unstretched crystal, whose energy is written $E(\eta)$ below.

`strainTrace` is the sum of the three partial derivatives in $s_\alpha$ at $s=(1,1,1)$, with $\eta$ fixed. This is the volume times the stress trace, in the convention where stress is the strain derivative of the energy, divided by the volume. For every $\eta>0$, `strainTrace_eq` states

$$\sum_\alpha \frac{\partial E}{\partial s_\alpha}\bigg|_{s=(1,1,1)}=-E(\eta)+\eta E'(\eta).$$

Shear, individual stress components and the convergence of infinite lattice sums are not treated. For finite sums of this form, the result provides a check on electrostatic pressures in simulations of ionic crystals and on the ion–ion term of electronic-structure calculations.

## Stretching the crystal rescales the splitting

Let all three stretches equal $x>0$. Then $|r_i|$ becomes $x|r_i|$, $|G_k|^2$ becomes $|G_k|^2/x^2$, and the volume gains a factor $x^3$. In the reciprocal denominator $x^3\cdot|G_k|^2/x^2=x|G_k|^2$, so the energy is

$$E(x,\eta)=\sum_i\frac{a_i\,g(\eta x|r_i|)}{x|r_i|}+\sum_k\frac{b_k\,e^{-|G_k|^2/(4\eta^2x^2)}}{x|G_k|^2}+\frac{c}{x^3\eta^2}+d\eta.$$

This is `energy_uniform`. In the first three terms, $\eta$ and $x$ combine into $x\eta$ with a factor $1/x$ left over; in the last, $d\eta=x^{-1}d(x\eta)$. Hence

$$E(x,\eta)=\frac1x\,E(x\eta),$$

which `energy_scaling` proves term by term. The product and chain rules give

$$\frac{\partial E(x,\eta)}{\partial x}=-\frac{1}{x^2}E(x\eta)+\frac{\eta}{x}E'(x\eta),$$

and $x=1$ yields $-E(\eta)+\eta E'(\eta)$. In `hasDerivAt_uniform` the same two rules are applied to the right-hand side of the scaling identity. The result transfers to the energy because the identity holds for all $x$ near $1$.

## From uniform scaling to the strain trace

Along the diagonal $s=(x,x,x)$, the chain rule gives

$$\frac{\partial E(x,\eta)}{\partial x}\bigg|_{x=1}=\sum_\alpha\frac{\partial E}{\partial s_\alpha}\bigg|_{s=(1,1,1)}.$$

The existence of the three partial derivatives alone does not guarantee this, but differentiability in all three stretches together does. `differentiableAt_stretch` supplies that: the vectors are nonzero and $\eta>0$, so neither the square roots nor the denominators vanish at $s=(1,1,1)$. In `strainTrace_eq`, `map_sum` combines the three axial derivatives into one along $(1,1,1)$, and uniqueness of the derivative equates it with the previous result.

## When the trace is −E

The trace equals $-E(\eta)$ exactly when $\eta E'(\eta)=0$. Since $\eta>0$, this means $E'(\eta)=0$, as `strainTrace_eq_neg_energy_iff` states. If $E$ has one value for all positive splittings, its derivative vanishes and the trace is $-E$ at every $\eta>0$; this is `strainTrace_of_splitting_independent`. A finite sum with the complementary error function and $d\neq0$ cannot meet this hypothesis exactly: at large $\eta$ its other terms stay bounded while $d\eta$ does not. For such a sum the rule is at best approximate over a range of $\eta$, and $\eta E'(\eta)$ measures the discrepancy.

The example `linearSplit` does have the same energy for all splittings. It has one pair at unit distance, $g(t)=1-t$ and $d=1$, so $E(\eta)=(1-\eta)+\eta=1$, although both terms vary with $\eta$. It is an algebraic illustration and not a physical crystal: this $g$ does not decay at large distance, and there is no reciprocal part.

Removing the self-energy from this example destroys splitting-independence, and the rule fails. With $d=0$,

$$E(x,\eta)=\frac{1-\eta x}{x}=\frac1x-\eta,$$

so the strain trace is $-1$, whereas $-E(\eta)=\eta-1$. The two differ for every $\eta>0$.

```lean
#print axioms EwaldStress.strainTrace_of_splitting_independent
```

```
'EwaldStress.strainTrace_of_splitting_independent' depends on axioms: [propext, Classical.choice, Quot.sound]
```
